# Coexistence at B = 4 log 2 and a metastable uniform state in the three-state mean-field Potts model

When a mean-field free energy is minimised numerically, a single run may miss the lowest state; a second run from an ordered start is a useful check. The three-state mean-field Potts model gives an example: for 4 log 2 < B < 3, descent started close enough to the uniform state can settle there although a lower state exists.

Let x₀, x₁, x₂ ≥ 0 be the occupations of the three states, with sum 1. The free energy per site, in units of the temperature, is

f(x) = Σ xᵢ log xᵢ − (B/2) Σ xᵢ²

where B is the coupling divided by the temperature. Write u = (1/3, 1/3, 1/3) and o = (2/3, 1/6, 1/6). The claim is that u is a strict local minimum for 4 log 2 < B < 3 while f(o) < f(u), and that u is a global minimiser exactly when B ≤ 4 log 2. At equality, o has the same free energy.

## Comparing the two states

Direct substitution gives

f(u) = −log 3 − B/6
f(o) = (1/3) log 2 − log 3 − B/4
f(o) − f(u) = (4 log 2 − B)/12

so o is lower as soon as B > 4 log 2.

## Local stability of the uniform state

Let g(t) be t log t minus its cubic Taylor polynomial at 1. Then g(1) = g′(1) = 0 and g″(t) = (t − 1)²/t ≥ 0, hence g ≥ 0. Replacing t by t/m and multiplying by m > 0 gives

t log t ≥ t log m + (t − m) + (t − m)²/(2m) − (t − m)³/(6m²)

Take m = 1/3 and δᵢ = xᵢ − 1/3. Since Σ δᵢ = 0, summation yields

f(x) − f(u) ≥ Σ δᵢ² [(3 − B)/2 − (3/2) δᵢ]

This is positive if x ≠ u and every δᵢ < 1 − B/3, a condition that holds near u when B < 3.

## The global minimum at B = 4 log 2

Let the largest occupation be 1 − 2m and the others m ± d, so m ≤ 1/3. If m = 0, the claim reduces to 4 log 2 ≤ 3 log 3, or 16 ≤ 27. If m > 0, adding the cubic bounds about m cancels the odd terms: the deviation d raises the entropy term by at least d²/m ≥ 3d², and the coupling gains only 4 log 2 · d² < 3d² for d ≠ 0. Setting d = 0 therefore does not raise f.

With y = 2m, what remains is h(y) − 2 log 2, where

h(y) = y log y + (1 − y) log(1 − y) + 3 log 2 · y(1 − y)
h′(y) = log y − log(1 − y) + 3 log 2 · (1 − 2y)
h″(y) = 1/(y(1 − y)) − 6 log 2

By the symmetry y ↔ 1 − y, it suffices to treat 0 < y ≤ 1/2. There h″ decreases, so h′ is concave; it vanishes at 1/3 and 1/2. Hence h′ ≤ 0 below 1/3 and h′ ≥ 0 above, and the minimum is h(1/3) = (4/3) log 2 − log 3. The points y = 1/3 and y = 2/3 are o and u.

For smaller B, f(x) − f(u) gains the nonnegative term

((4 log 2 − B)/2)(Σ xᵢ² − 1/3)

so u remains a global minimiser.

## The model in Lean

```lean
import Mathlib

open Real Topology

namespace PottsFirstOrder

noncomputable section
```

States are functions `Fin 3 → ℝ`; membership in `stdSimplex` supplies nonnegativity and normalisation. For an empty state the product `0 * log 0` is zero in Lean, which is the correct limiting value of the entropy term.

```lean
/-- Mean-field free energy of the three-state Potts model with coupling `B`, at occupations `x`. -/
def freeEnergy (B : ℝ) (x : Fin 3 → ℝ) : ℝ :=
  (∑ i, x i * log (x i)) - B / 2 * ∑ i, x i ^ 2
```

The next two definitions are u and o.

```lean
/-- The disordered state: all three occupations equal `1/3`. -/
def uniform : Fin 3 → ℝ := fun _ => 1 / 3

/-- The state with occupations `2/3, 1/6, 1/6`. -/
def ordered : Fin 3 → ℝ := ![2 / 3, 1 / 6, 1 / 6]
```

The function `slope` is h′.

```lean
/-- Slope at `x = y` of `x log x + (1-x) log (1-x) + (3 log 2) x (1-x)`, for `0 < y < 1`. -/
def slope (y : ℝ) : ℝ := log y - log (1 - y) + 3 * log 2 * (1 - 2 * y)
```

## Bounds on the entropy

This form of the mean value theorem accepts endpoints in either order, as expansion on both sides of 1 requires.

```lean
/-- Mean value theorem between two points in either order. -/
theorem mean_value {F F' : ℝ → ℝ} {a b : ℝ}
    (hd : ∀ y ∈ Set.uIcc a b, HasDerivAt F (F' y) y) :
    ∃ y ∈ Set.uIcc a b, F b - F a = F' y * (b - a) := by
  rcases lt_trichotomy a b with h | rfl | h
  · rw [Set.uIcc_of_le h.le] at hd ⊢
    obtain ⟨y, hy, e⟩ := exists_hasDerivAt_eq_slope F F' h
      (fun z hz => (hd z hz).continuousAt.continuousWithinAt)
      (fun z hz => hd z ⟨hz.1.le, hz.2.le⟩)
    rw [eq_div_iff (sub_pos.2 h).ne'] at e
    exact ⟨y, ⟨hy.1.le, hy.2.le⟩, e.symm⟩
  · exact ⟨a, Set.left_mem_uIcc, by simp⟩
  · rw [Set.uIcc_of_ge h.le] at hd ⊢
    obtain ⟨y, hy, e⟩ := exists_hasDerivAt_eq_slope F F' h
      (fun z hz => (hd z hz).continuousAt.continuousWithinAt)
      (fun z hz => hd z ⟨hz.1.le, hz.2.le⟩)
    rw [eq_div_iff (sub_pos.2 h).ne'] at e
    exact ⟨y, ⟨hy.1.le, hy.2.le⟩, by linarith⟩
```

Two applications, to g and then g′, give the cubic bound.

```lean
/-- For `t > 0`, the entropy term `t log t` is at least its cubic Taylor polynomial about `1`. -/
theorem mul_log_ge_cubic {t : ℝ} (ht : 0 < t) :
    (t - 1) + (t - 1) ^ 2 / 2 - (t - 1) ^ 3 / 6 ≤ t * log t := by
  have pos : ∀ {b w : ℝ}, 0 < b → w ∈ Set.uIcc 1 b → 0 < w := by
    intro b w hb hw
    rcases Set.mem_uIcc.1 hw with h | h <;> linarith [h.1, h.2]
  have hp : ∀ y : ℝ, HasDerivAt (fun s : ℝ => s - 1) 1 y :=
    fun y => (hasDerivAt_id' y).sub_const 1
  obtain ⟨y, hy, e⟩ := mean_value (a := 1) (b := t)
    (F := fun s => s * log s - ((s - 1) + (s - 1) ^ 2 / 2 - (s - 1) ^ 3 / 6))
    (F' := fun s => log s - (s - 1) + (s - 1) ^ 2 / 2) (by
      intro y hy
      have h0 := (pos ht hy).ne'
      refine (((hasDerivAt_id' y).fun_mul (Real.hasDerivAt_log h0)).fun_sub
        (((hp y).fun_add (((hp y).fun_pow 2).div_const 2)).fun_sub
          (((hp y).fun_pow 3).div_const 6))).congr_deriv ?_
      rw [mul_inv_cancel₀ h0]
      norm_num
      ring)
  have hy0 := pos ht hy
  obtain ⟨z, hz, e2⟩ := mean_value (a := 1) (b := y)
    (F := fun s => log s - (s - 1) + (s - 1) ^ 2 / 2)
    (F' := fun s => s⁻¹ - 1 + (s - 1)) (by
      intro w hw
      refine (((Real.hasDerivAt_log (pos hy0 hw).ne').fun_sub (hp w)).fun_add
        (((hp w).fun_pow 2).div_const 2)).congr_deriv ?_
      norm_num)
  have hz0 := pos hy0 hz
  have hk : 0 ≤ z⁻¹ - 1 + (z - 1) := by
    have : z⁻¹ - 1 + (z - 1) = (z - 1) ^ 2 / z := by field_simp; ring
    rw [this]; positivity
  have hyt : 0 ≤ (y - 1) * (t - 1) := by
    rcases Set.mem_uIcc.1 hy with h | h
    · exact mul_nonneg (by linarith [h.1]) (by linarith [h.1, h.2])
    · nlinarith [mul_nonneg (sub_nonneg.2 h.2) (sub_nonneg.2 (h.1.trans h.2))]
  simp only [Real.log_one] at e e2
  have e3 : log y - (y - 1) + (y - 1) ^ 2 / 2 = (z⁻¹ - 1 + (z - 1)) * (y - 1) := by
    linarith
  rw [e3] at e
  nlinarith [mul_nonneg hk hyt]
```

Rescaling follows, with t = 0 treated separately.

```lean
/-- The cubic lower bound on the entropy term, expanded about any occupation `m > 0`. -/
theorem mul_log_ge_scaled {m t : ℝ} (hm : 0 < m) (ht : 0 ≤ t) :
    t * log m + (t - m) + (t - m) ^ 2 / (2 * m) - (t - m) ^ 3 / (6 * m ^ 2)
      ≤ t * log t := by
  rcases ht.eq_or_lt with rfl | ht
  · have h2 : (0 - m) ^ 2 / (2 * m) = m / 2 := by field_simp; ring
    have h3 : (0 - m) ^ 3 / (6 * m ^ 2) = -(m / 6) := by field_simp; ring
    rw [h2, h3]; linarith
  · have h := mul_le_mul_of_nonneg_left (mul_log_ge_cubic (div_pos ht hm)) hm.le
    rw [Real.log_div ht.ne' hm.ne'] at h
    have e1 : m * (t / m * (log t - log m)) = t * (log t - log m) := by field_simp
    have e2 : m * ((t / m - 1) + (t / m - 1) ^ 2 / 2 - (t / m - 1) ^ 3 / 6)
        = (t - m) + (t - m) ^ 2 / (2 * m) - (t - m) ^ 3 / (6 * m ^ 2) := by
      field_simp
    rw [e1, e2] at h; linarith
```

For the sign of h′, `anti` says that h″ decreases. Comparing mean values of h″ on adjacent intervals replaces the appeal to concavity.

```lean
/-- On `(0, 1/2]` the slope is nonpositive up to `1/3` and nonnegative from there on. -/
theorem slope_sign {y : ℝ} (h0 : 0 < y) (h2 : y ≤ 1 / 2) :
    (1 / 3 ≤ y → 0 ≤ slope y) ∧ (y ≤ 1 / 3 → slope y ≤ 0) := by
  have mv : ∀ a b : ℝ, 0 < a → a ≤ b → b ≤ 1 / 2 → ∃ z, a ≤ z ∧ z ≤ b ∧
      slope b - slope a = (z⁻¹ + (1 - z)⁻¹ - 6 * log 2) * (b - a) := by
    intro a b ha hab hb
    obtain ⟨z, hz, e⟩ := mean_value (a := a) (b := b) (F := slope)
      (F' := fun z => z⁻¹ + (1 - z)⁻¹ - 6 * log 2) (by
        intro w hw
        rw [Set.uIcc_of_le hab] at hw
        have w0 : w ≠ 0 := (ha.trans_le hw.1).ne'
        have w1 : 1 - w ≠ 0 := by intro h; linarith [hw.2]
        refine (((Real.hasDerivAt_log w0).fun_sub
          (((hasDerivAt_id' w).const_sub 1).log w1)).fun_add
          ((((hasDerivAt_id' w).const_mul 2).const_sub 1).const_mul
            (3 * log 2))).congr_deriv ?_
        ring)
    rw [Set.uIcc_of_le hab] at hz
    exact ⟨z, hz.1, hz.2, e⟩
  have anti : ∀ a b : ℝ, 0 < a → a ≤ b → b ≤ 1 / 2 →
      b⁻¹ + (1 - b)⁻¹ ≤ a⁻¹ + (1 - a)⁻¹ := by
    intro a b ha hab hb
    have key : ∀ w : ℝ, 0 < w → w ≤ 1 / 2 → w⁻¹ + (1 - w)⁻¹ = (w * (1 - w))⁻¹ := by
      intro w hw hw2
      have : 1 - w ≠ 0 := by intro h; linarith
      field_simp
      ring
    rw [key a ha (hab.trans hb), key b (ha.trans_le hab) hb]
    exact inv_anti₀ (mul_pos ha (by linarith))
      (by nlinarith [mul_nonneg (sub_nonneg.2 hab) (by linarith : 0 ≤ 1 - a - b)])
  have s3 : slope (1 / 3) = 0 := by
    have l : log (1 - 1 / 3 : ℝ) = log 2 - log 3 := by
      rw [← Real.log_div (by norm_num) (by norm_num)]; norm_num
    rw [slope, l, one_div, Real.log_inv]; ring
  have s2 : slope (1 / 2) = 0 := by
    rw [slope, show (1 - 1 / 2 : ℝ) = 1 / 2 by norm_num]; ring
  constructor
  · intro h
    obtain ⟨z, _, hz, e⟩ := mv (1 / 3) y (by norm_num) h h2
    obtain ⟨w, hw, hw2, e'⟩ := mv y (1 / 2) h0 h2 le_rfl
    have hzw := anti z w (by linarith) (hz.trans hw) hw2
    rcases le_total 0 (z⁻¹ + (1 - z)⁻¹ - 6 * log 2) with k | k
    · linarith [mul_nonneg k (sub_nonneg.2 h)]
    · have k' : 0 ≤ -(w⁻¹ + (1 - w)⁻¹ - 6 * log 2) := by linarith
      linarith [mul_nonneg k' (sub_nonneg.2 h2)]
  · intro h
    obtain ⟨w, hw, hw2, e'⟩ := mv (1 / 3) (1 / 2) (by norm_num) (by norm_num) le_rfl
    obtain ⟨z, hz, hz3, e⟩ := mv y (1 / 3) h0 h (by norm_num)
    have hzw := anti z w (by linarith) (hz3.trans hw) hw2
    have k : 0 ≤ z⁻¹ + (1 - z)⁻¹ - 6 * log 2 := by linarith
    linarith [mul_nonneg k (sub_nonneg.2 h)]
```

One more mean value step places the minimum of h at 1/3.

```lean
/-- On `(0, 1/2]` the function `x log x + (1-x) log (1-x) + 3 log 2 x (1-x)` is at least
`(4/3) log 2 - log 3`. -/
theorem binary_bound {x : ℝ} (h0 : 0 < x) (h2 : x ≤ 1 / 2) :
    4 / 3 * log 2 - log 3 ≤
      x * log x + (1 - x) * log (1 - x) + 3 * log 2 * (x * (1 - x)) := by
  have mem : ∀ y ∈ Set.uIcc (1 / 3) x, 0 < y ∧ y ≤ 1 / 2 := by
    intro y hy
    rcases Set.mem_uIcc.1 hy with h | h <;> constructor <;> linarith [h.1, h.2]
  obtain ⟨y, hy, e⟩ := mean_value (a := 1 / 3) (b := x) (F' := slope)
    (F := fun x => x * log x + (1 - x) * log (1 - x) + 3 * log 2 * (x * (1 - x))) (by
      intro y hy
      have y0 : y ≠ 0 := (mem y hy).1.ne'
      have y1 : 1 - y ≠ 0 := by intro h; linarith [(mem y hy).2]
      have h1 := (hasDerivAt_id' y).const_sub 1
      refine ((((hasDerivAt_id' y).fun_mul (Real.hasDerivAt_log y0)).fun_add
        (h1.fun_mul (h1.log y1))).fun_add
        (((hasDerivAt_id' y).fun_mul h1).const_mul (3 * log 2))).congr_deriv ?_
      have c : (1 - y) * (-1 / (1 - y)) = -1 := by field_simp
      rw [mul_inv_cancel₀ y0, c, slope]; ring)
  have l1 : log (1 / 3 : ℝ) = -log 3 := by rw [one_div, Real.log_inv]
  have l2 : log (1 - 1 / 3 : ℝ) = log 2 - log 3 := by
    rw [← Real.log_div (by norm_num) (by norm_num)]; norm_num
  simp only [l1, l2] at e
  have hs := slope_sign (mem y hy).1 (mem y hy).2
  have : 0 ≤ slope y * (x - 1 / 3) := by
    rcases Set.mem_uIcc.1 hy with h | h
    · exact mul_nonneg (hs.1 h.1) (by linarith [h.1, h.2])
    · nlinarith [mul_nonneg (neg_nonneg.2 (hs.2 h.2)) (sub_nonneg.2 (h.1.trans h.2))]
  linarith
```

Here `h3` and `h4` remove the deviation d, and `h5` applies the bound on h, using its symmetry when 2m > 1/2.

```lean
/-- Entropy against quadratic order at coupling `4 log 2`, with `a` the largest occupation. -/
theorem entropy_bound {a b c : ℝ} (hb : 0 ≤ b) (hc : 0 ≤ c) (hs : a + b + c = 1)
    (hba : b ≤ a) (hca : c ≤ a) :
    2 * log 2 * (a ^ 2 + b ^ 2 + c ^ 2 - 1 / 3) ≤
      a * log a + b * log b + c * log c + log 3 := by
  rcases (add_nonneg hb hc).eq_or_lt with h0 | h0
  · have h : log ((2 : ℝ) ^ 4) ≤ log ((3 : ℝ) ^ 3) :=
      Real.log_le_log (by norm_num) (by norm_num)
    rw [Real.log_pow, Real.log_pow] at h
    push_cast at h
    rw [show a = 1 by linarith, show b = 0 by linarith, show c = 0 by linarith, Real.log_one]
    linarith
  · -- write the two smaller occupations as mean plus and minus deviation
    obtain ⟨m, d, rfl, rfl⟩ : ∃ m d, b = m + d ∧ c = m - d :=
      ⟨(b + c) / 2, (b - c) / 2, by ring, by ring⟩
    obtain rfl : a = 1 - 2 * m := by linarith
    have hm : 0 < m := by linarith
    have h1 := mul_log_ge_scaled hm hb
    have h2 := mul_log_ge_scaled hm hc
    have h3 : 2 * m * log m + d ^ 2 / m ≤
        (m + d) * log (m + d) + (m - d) * log (m - d) := by
      linear_combination h1 + h2
    have h4 : 4 * log 2 * d ^ 2 ≤ d ^ 2 / m := by
      rw [le_div_iff₀ hm]
      have : 4 * log 2 * m ≤ 1 := by
        nlinarith [mul_nonneg hm.le (sub_nonneg.2 Real.log_two_lt_d9.le)]
      nlinarith [mul_nonneg (sq_nonneg d) (sub_nonneg.2 this)]
    have h5 : 4 / 3 * log 2 - log 3 ≤ 2 * m * log (2 * m) +
        (1 - 2 * m) * log (1 - 2 * m) + 3 * log 2 * (2 * m * (1 - 2 * m)) := by
      rcases le_total (2 * m) (1 / 2) with h | h
      · exact binary_bound (by linarith) h
      · have := binary_bound (x := 1 - 2 * m) (by linarith) (by linarith)
        rw [sub_sub_cancel] at this
        linarith
    rw [Real.log_mul two_ne_zero hm.ne'] at h5
    linarith
```

## From the bounds to the transition

The exact difference is a computation with logarithms.

```lean
/-- The free energies of the `(2/3, 1/6, 1/6)` and uniform states differ by `(4 log 2 - B)/12`. -/
theorem ordered_sub_uniform (B : ℝ) :
    freeEnergy B ordered - freeEnergy B uniform = (4 * log 2 - B) / 12 := by
  have l1 : log (1 / 3 : ℝ) = -log 3 := by rw [one_div, Real.log_inv]
  have l2 : log (2 / 3 : ℝ) = log 2 - log 3 := Real.log_div (by norm_num) (by norm_num)
  have l3 : log (1 / 6 : ℝ) = -(log 2 + log 3) := by
    rw [← Real.log_mul (by norm_num) (by norm_num), ← Real.log_inv]; norm_num
  have h0 : ordered 0 = 2 / 3 := rfl
  have h1 : ordered 1 = 1 / 6 := rfl
  have h2 : ordered 2 = 1 / 6 := rfl
  have u : ∀ i, uniform i = 1 / 3 := fun _ => rfl
  simp only [freeEnergy, Fin.sum_univ_three, h0, h1, h2, u, l1, l2, l3]
  ring
```

The local bound comes with an explicit region, and the strict inequality comes from a component with δⱼ ≠ 0.

```lean
/-- The uniform state lies strictly below every other state whose occupations
all stay under `1/3 + (1 - B/3)`. -/
theorem uniform_lt_of_near {B : ℝ} {x : Fin 3 → ℝ} (hx : x ∈ stdSimplex ℝ (Fin 3))
    (hne : x ≠ uniform) (hnear : ∀ i, x i < 1 / 3 + (1 - B / 3)) :
    freeEnergy B uniform < freeEnergy B x := by
  have l1 : log (1 / 3 : ℝ) = -log 3 := by rw [one_div, Real.log_inv]
  have u : ∀ i, uniform i = 1 / 3 := fun _ => rfl
  have s := hx.2
  rw [Fin.sum_univ_three] at s
  have e : freeEnergy B x - freeEnergy B uniform = ∑ i, (x i * log (x i) + log 3 * x i
      - (x i - 1 / 3) - B / 2 * (x i - 1 / 3) ^ 2) := by
    simp only [freeEnergy, Fin.sum_univ_three, u, l1]
    linear_combination (1 - log 3 - B / 3) * s
  have hk : ∀ i, (x i - 1 / 3) ^ 2 * ((3 - B) / 2 - 3 / 2 * (x i - 1 / 3)) ≤
      x i * log (x i) + log 3 * x i - (x i - 1 / 3) - B / 2 * (x i - 1 / 3) ^ 2 := by
    intro i
    have h := mul_log_ge_scaled (m := 1 / 3) (by norm_num) (hx.1 i)
    rw [l1] at h
    linear_combination h
  have hf : ∀ i, 0 < (3 - B) / 2 - 3 / 2 * (x i - 1 / 3) := fun i => by linarith [hnear i]
  obtain ⟨j, hj⟩ := Function.ne_iff.1 hne
  have hj' : x j - 1 / 3 ≠ 0 := sub_ne_zero.2 hj
  have := Finset.sum_pos' (fun i _ => (mul_nonneg (sq_nonneg _) (hf i).le).trans (hk i))
    ⟨j, Finset.mem_univ j, (mul_pos (pow_pos (abs_pos.2 hj') 2 |>.trans_eq (sq_abs _))
      (hf j)).trans_le (hk j)⟩
  linarith
```

In the equivalence, o serves as the test state for one direction; the other selects the largest occupation and applies `entropy_bound`.

```lean
/-- The uniform state minimises the free energy over the whole simplex
exactly when `B ≤ 4 log 2`. -/
theorem uniform_global_min_iff (B : ℝ) :
    (∀ x ∈ stdSimplex ℝ (Fin 3), freeEnergy B uniform ≤ freeEnergy B x) ↔
      B ≤ 4 * log 2 := by
  constructor
  · intro h
    have hm : ordered ∈ stdSimplex ℝ (Fin 3) := by
      constructor
      · intro i
        fin_cases i <;> norm_num [ordered]
      · rw [Fin.sum_univ_three]
        change (2 / 3 + 1 / 6 + 1 / 6 : ℝ) = 1
        norm_num
    linarith [h ordered hm, ordered_sub_uniform B]
  · intro hB x hx
    have s := hx.2
    rw [Fin.sum_univ_three] at s
    have p := hx.1
    have key : 2 * log 2 * (x 0 ^ 2 + x 1 ^ 2 + x 2 ^ 2 - 1 / 3) ≤
        x 0 * log (x 0) + x 1 * log (x 1) + x 2 * log (x 2) + log 3 := by
      -- the largest occupation plays the role of `a`
      rcases le_total (x 0) (x 1) with h | h
      · rcases le_total (x 1) (x 2) with k | k
        · linarith [entropy_bound (p 0) (p 1) (by linarith) (h.trans k) k]
        · linarith [entropy_bound (p 0) (p 2) (by linarith) h k]
      · rcases le_total (x 0) (x 2) with k | k
        · linarith [entropy_bound (p 0) (p 1) (by linarith) k (h.trans k)]
        · linarith [entropy_bound (p 1) (p 2) (by linarith) h k]
    have q : 0 ≤ x 0 ^ 2 + x 1 ^ 2 + x 2 ^ 2 - 1 / 3 := by
      nlinarith [sq_nonneg (x 0 - 1 / 3), sq_nonneg (x 1 - 1 / 3), sq_nonneg (x 2 - 1 / 3)]
    have l1 : log (1 / 3 : ℝ) = -log 3 := by rw [one_div, Real.log_inv]
    have u : ∀ i, uniform i = 1 / 3 := fun _ => rfl
    simp only [freeEnergy, Fin.sum_univ_three, u, l1]
    linarith [mul_nonneg (sub_nonneg.2 hB) q]
```

The final theorem also records that the window 4 log 2 < B < 3 is nonempty. Its `∀ᶠ` clause says that u is strictly lower than all other simplex points sufficiently near it. Using the full neighbourhood `𝓝 uniform` would make this false: u itself would be included, and f decreases to first order when all three occupations grow together.

```lean
/-- For `4 log 2 < B < 3`, a nonempty window, the uniform state is a strict local minimum on the
simplex but `(2/3, 1/6, 1/6)` is lower; at `B = 4 log 2` the two states have equal free energy, the
lowest on the simplex. -/
theorem first_order_transition :
    4 * log 2 < 3 ∧
    (∀ B : ℝ, 4 * log 2 < B → B < 3 →
      (∀ᶠ x in 𝓝[stdSimplex ℝ (Fin 3) \ {uniform}] uniform,
        freeEnergy B uniform < freeEnergy B x) ∧
      freeEnergy B ordered < freeEnergy B uniform) ∧
    freeEnergy (4 * log 2) ordered = freeEnergy (4 * log 2) uniform ∧
    ∀ x ∈ stdSimplex ℝ (Fin 3),
      freeEnergy (4 * log 2) uniform ≤ freeEnergy (4 * log 2) x := by
  refine ⟨by linarith [Real.log_two_lt_d9], fun B h1 h2 => ⟨?_, ?_⟩, ?_,
    (uniform_global_min_iff _).2 le_rfl⟩
  · have hn : ∀ᶠ x in 𝓝 uniform, ∀ i, x i < 1 / 3 + (1 - B / 3) := by
      refine Filter.eventually_all.2 fun i => ?_
      have ho : IsOpen {x : Fin 3 → ℝ | x i < 1 / 3 + (1 - B / 3)} :=
        isOpen_lt (continuous_apply i) continuous_const
      refine ho.mem_nhds ?_
      change (1 / 3 : ℝ) < 1 / 3 + (1 - B / 3)
      linarith
    filter_upwards [nhdsWithin_le_nhds hn, self_mem_nhdsWithin] with x hx hS
    exact uniform_lt_of_near hS.1 hS.2 hx
  · linarith [ordered_sub_uniform B]
  · linarith [ordered_sub_uniform (4 * log 2)]

end

end PottsFirstOrder
```

```lean
#print axioms PottsFirstOrder.uniform_global_min_iff
-- 'PottsFirstOrder.uniform_global_min_iff' depends on axioms: [propext, Classical.choice, Quot.sound]
#print axioms PottsFirstOrder.first_order_transition
-- 'PottsFirstOrder.first_order_transition' depends on axioms: [propext, Classical.choice, Quot.sound]
```

The condition B < 3 matters already at its endpoint. For B = 3 and x = (1/3 + 2ε, 1/3 − ε, 1/3 − ε),

f(x) − f(u) = −9ε³ + O(ε⁴)

which is negative for small ε > 0, so u is no longer a local minimum.

The free energy is taken as given, not derived from a spin Hamiltonian. Above B = 4 log 2, the state o is only a lower comparison state; the theorem does not identify the minimiser there.
